# Under Nosé–Hoover dynamics in an invariant potential, symmetric positions and momenta stay symmetric

A crystal is placed in its ideal high-symmetry structure, the atoms are given zero velocity, and a Nosé–Hoover thermostat is switched on. No distortion appears, and the run is read as evidence that the symmetric phase is stable at that temperature. The inference fails: the equations of motion would have kept the structure symmetric even if it sat on top of an energy barrier.

The precise claim concerns a potential $U$ on $\mathbb R^n$ with locally Lipschitz gradient $G=\nabla U$, and an orthogonal matrix $S$ with $U(Sx)=U(x)$ for all $x$. Let $q$ and $p$ be the positions and momenta, $\xi$ a single friction variable, $m\neq0$ the common mass, $Q\neq0$ the thermostat inertia and $W=g\,k_BT$, with $g$ the number of thermostatted degrees of freedom. The equations are
$$m\dot q=p,\qquad \dot p=-G(q)-\xi p,\qquad Q\dot\xi=m|\dot q|^2-W .$$
If a solution on an open time interval $I$ satisfies $Sq=q$ and $Sp=p$ at one time $t_0\in I$, it satisfies both at every time in $I$.

For a crystal, $q$ collects the atomic displacements from the ideal structure, and $S$ combines a rotation, reflection, inversion or other orthogonal map of space with a permutation of equivalent atoms.

## The trajectory and its mirror image

**The force follows the symmetry.** Differentiating $U(Sx)=U(x)$ in a direction $v$ gives
$$\langle G(Sx),Sv\rangle=\langle G(x),v\rangle=\langle SG(x),Sv\rangle ,$$
where the second equality holds because $S$ preserves inner products. Every vector has the form $Sv$, so $G(Sx)=SG(x)$.

**The image is a solution.** Put $\tilde q=Sq$ and $\tilde p=Sp$, and keep $\xi$. Then
$$m\dot{\tilde q}=S(m\dot q)=\tilde p,\qquad \dot{\tilde p}=-SG(q)-\xi Sp=-G(\tilde q)-\xi\tilde p,$$
and $Q\dot\xi=m|\dot q|^2-W=m|\dot{\tilde q}|^2-W$, since $S$ preserves lengths. The thermostat sees only the kinetic energy, which is the same for both trajectories.

**Solutions that meet stay together.** With $x=(q,p,\xi)$ the equations read $\dot x=F(x)$, where
$$F(q,p,\xi)=\Bigl(\tfrac{p}{m},\;-G(q)-\xi p,\;\tfrac1Q\bigl(\tfrac{|p|^2}{m}-W\bigr)\Bigr).$$
Apart from $G(q)$ every term is polynomial, so $F$ is locally Lipschitz. Suppose two solutions $x,y$ agree at time $s$. Near $s$ both lie in a region where $F$ has some Lipschitz constant $K$, hence
$$|x(t)-y(t)|\le K\left|\int_s^t|x(r)-y(r)|\,dr\right| .$$
Let $M$ be the maximum of $|x-y|$ on $|t-s|\le h$, with $h$ small and $Kh<1$. Then $M\le KhM$, so $M=0$. The set of times at which the solutions agree is therefore open in $I$. By continuity it is also closed in $I$, and an interval is connected, so a single meeting time forces agreement on all of $I$.

**Conclusion.** At $t_0$ the trajectory $(q,p,\xi)$ and its image $(Sq,Sp,\xi)$ coincide. They coincide throughout $I$, which is the claim.

## A particle on top of a double well

The smallest instructive case is one particle on a line, with $S=-1$ and $U(x)=\tfrac14x^4-\tfrac12x^2$. The minima are at $\pm1$ and the barrier top is at $0$. Started at $q=p=0$, the particle stays there, while $\xi(t)=\xi(t_0)-W(t-t_0)/Q$. For positive $W$ and $Q$ the friction falls without limit: the thermostat tries ever harder to heat the system, but it acts by multiplying a momentum that is zero.

## Time steps and initial velocities

In first-principles molecular dynamics with classical nuclei, $U$ is the Born–Oppenheimer energy; this diverges when nuclei coincide, so the theorem does not apply to it directly. If it is smooth up to some energy bound that lies above all values reached in a finite run, it can be levelled off smoothly between those values and the bound, which keeps its symmetry and leaves the trajectory a solution. The result then applies when the masses are equal and one global thermostat is used. Unequal masses $m_i$ reduce to this case in the mass-weighted coordinates $\sqrt{m_i}\,q_i$, where the common mass is $1$, provided $S$ permutes only atoms of equal mass. A typical integrator alternates the updates $p\leftarrow p-\tfrac{\Delta t}{2}G(q)$, $p\leftarrow e^{-\xi\Delta t/2}p$ and $q\leftarrow q+\Delta t\,p/m$ with updates of $\xi$ from the kinetic energy. Each of these maps symmetric data to symmetric data, so with exact forces and exact arithmetic the discrete trajectory is trapped as well. Rounding and force errors can seed a distortion that then grows, but a code that symmetrises the forces removes the asymmetric part of the force error.

Zero initial velocities satisfy $Sp=p$ for every $S$. Velocities drawn independently from a Maxwell–Boltzmann distribution break any nontrivial symmetry with probability one, and the positions then lose it at once, even if the symmetric phase is stable. An asymmetric structure at a single instant is therefore no sign of instability.

## The equations of motion in Lean

The configuration space `E` is a real inner product space, later assumed complete; $\mathbb R^n$ with its Euclidean inner product is the case of interest.

```lean
import Mathlib

open Filter Topology

namespace NoseHooverSymmetryTrapping

noncomputable section

variable {E : Type*} [NormedAddCommGroup E] [InnerProductSpace ℝ E]
```

The structure `IsNoseHoover` says that `q`, `p` and `ξ` solve the equations at every time in `I`. They are written without division, so the mass and inertia must be assumed nonzero wherever the equations are solved for the derivatives. A solution is given, and its existence is not derived. The number `W` may be any real number.

```lean
/-- Nosé–Hoover equations on the time set `I` for positions `q`, momenta `p` and one global
friction variable `ξ`: `m q' = p`, `p' = -G(q) - ξ p`, `Q ξ' = m |q'|² - W`. Here `G` is the
potential gradient, `m` the common mass, `Q` the thermostat inertia and `W = g k_B T`. -/
structure IsNoseHoover (G : E → E) (m Q W : ℝ) (I : Set ℝ)
    (q p : ℝ → E) (ξ : ℝ → ℝ) : Prop where
  diff_q : ∀ t ∈ I, DifferentiableAt ℝ q t
  velocity : ∀ t ∈ I, m • deriv q t = p t
  force : ∀ t ∈ I, HasDerivAt p (-G (q t) - ξ t • p t) t
  diff_xi : ∀ t ∈ I, DifferentiableAt ℝ ξ t
  friction : ∀ t ∈ I, Q * deriv ξ t = m * ‖deriv q t‖ ^ 2 - W
```

Solving for the derivatives gives the vector field $F$, with points of the extended phase space stored as nested pairs. Thus `x.1` is the position, `x.2.1` the momentum and `x.2.2` the friction.

```lean
/-- The Nosé–Hoover vector field on the extended phase space of points `(q, p, ξ)`,
for `m ≠ 0` and `Q ≠ 0`. -/
def field (G : E → E) (m Q W : ℝ) (x : E × E × ℝ) : E × E × ℝ :=
  (m⁻¹ • x.2.1, -G x.1 - x.2.2 • x.2.1, Q⁻¹ * (m * ‖m⁻¹ • x.2.1‖ ^ 2 - W))
```

## Symmetry of the force and of the solutions

The type `E ≃ₗᵢ[ℝ] E` consists of the linear isometries of `E` onto itself, which for $\mathbb R^n$ are the orthogonal matrices. Such a map can be taken through a time derivative.

```lean
/-- The velocity of the symmetry image of a moving point is the image of its velocity. -/
theorem hasDerivAt_image (S : E ≃ₗᵢ[ℝ] E) {f : ℝ → E} {v : E} {t : ℝ}
    (h : HasDerivAt f v t) : HasDerivAt (fun s => S (f s)) (S v) t :=
  ((S.toContinuousLinearEquiv : E →L[ℝ] E).hasFDerivAt (x := f t)).comp_hasDerivAt t h
```

The next theorem is $G(Sx)=SG(x)$. The hypothesis `hG` makes `G` the gradient of `U` at every point of `E`, so a potential that diverges when atoms coincide does not fit without modification. In the proof, `h1` is the chain rule, `h3` equates the two derivatives of the same function, and `h4` evaluates them on a vector `v`. The last lines choose `v` so that its image under `S` is a prescribed `w`.

```lean
/-- The gradient of a potential invariant under an orthogonal map `S` is carried along by `S`:
`∇U(Sx) = S ∇U(x)`. -/
theorem gradient_equivariant [CompleteSpace E] {U : E → ℝ} {G : E → E} (S : E ≃ₗᵢ[ℝ] E)
    (hG : ∀ x, HasGradientAt U (G x) x) (hU : ∀ x, U (S x) = U x) (x : E) :
    G (S x) = S (G x) := by
  -- differentiate U ∘ S = U by the chain rule
  have h1 := (hasGradientAt_iff_hasFDerivAt.1 (hG (S x))).comp x
    ((S.toContinuousLinearEquiv : E →L[ℝ] E).hasFDerivAt (x := x))
  have h2 : HasFDerivAt U _ x := h1.congr_of_eventuallyEq
    (Eventually.of_forall fun y => (hU y).symm)
  have h3 := h2.unique (hasGradientAt_iff_hasFDerivAt.1 (hG x))
  have h4 : ∀ v, inner ℝ (G (S x)) (S v) = inner ℝ (G x) v := fun v => by
    simpa using congrArg (fun L : E →L[ℝ] ℝ => L v) h3
  -- S preserves inner products, and every vector is an image under S
  refine ext_inner_right ℝ fun w => ?_
  have h5 := h4 (S.symm w)
  rw [← S.inner_map_map (G x) (S.symm w), S.apply_symm_apply] at h5
  exact h5
```

The image trajectory is checked equation by equation. Linearity handles `velocity`, the symmetry of the force handles `force`, and `S.norm_map` shows that the kinetic energy in `friction` is unchanged.

```lean
/-- If the gradient field commutes with an orthogonal map `S`, the image under `S` of a
Nosé–Hoover trajectory is again one, with the same friction variable. -/
theorem IsNoseHoover.image {G : E → E} {m Q W : ℝ} {I : Set ℝ} {q p : ℝ → E} {ξ : ℝ → ℝ}
    (sol : IsNoseHoover G m Q W I q p ξ) (S : E ≃ₗᵢ[ℝ] E) (hS : ∀ x, G (S x) = S (G x)) :
    IsNoseHoover G m Q W I (fun t => S (q t)) (fun t => S (p t)) ξ where
  diff_q t ht := (hasDerivAt_image S (sol.diff_q t ht).hasDerivAt).differentiableAt
  velocity t ht := by
    rw [(hasDerivAt_image S (sol.diff_q t ht).hasDerivAt).deriv, ← map_smul,
      sol.velocity t ht]
  force t ht := (hasDerivAt_image S (sol.force t ht)).congr_deriv (by simp [hS])
  diff_xi := sol.diff_xi
  friction t ht := by
    rw [(hasDerivAt_image S (sol.diff_q t ht).hasDerivAt).deriv, S.norm_map]
    exact sol.friction t ht
```

## Uniqueness in the extended phase space

With `hm` and `hQ` available, the five conditions of `IsNoseHoover` combine into the single equation $\dot x=F(x)$.

```lean
/-- For nonzero mass and thermostat inertia, a Nosé–Hoover trajectory follows the vector field
`field` on the extended phase space. -/
theorem IsNoseHoover.hasDerivAt {G : E → E} {m Q W : ℝ} {I : Set ℝ} {q p : ℝ → E}
    {ξ : ℝ → ℝ} (sol : IsNoseHoover G m Q W I q p ξ) (hm : m ≠ 0) (hQ : Q ≠ 0)
    {t : ℝ} (ht : t ∈ I) :
    HasDerivAt (fun s => (q s, p s, ξ s)) (field G m Q W (q t, p t, ξ t)) t := by
  have hq : deriv q t = m⁻¹ • p t := by
    rw [← sol.velocity t ht, smul_smul, inv_mul_cancel₀ hm, one_smul]
  have hx : deriv ξ t = Q⁻¹ * (m * ‖m⁻¹ • p t‖ ^ 2 - W) := by
    rw [← hq, ← sol.friction t ht, ← mul_assoc, inv_mul_cancel₀ hQ, one_mul]
  have h1 := (sol.diff_q t ht).hasDerivAt
  have h2 := (sol.diff_xi t ht).hasDerivAt
  rw [hq] at h1
  rw [hx] at h2
  exact h1.prodMk ((sol.force t ht).prodMk h2)
```

For the Lipschitz property, $F$ is written as a smooth function of the pair $(G(q),(q,p,\xi))$. A continuously differentiable map is locally Lipschitz, and so is its composition with the locally Lipschitz map that produces this pair.

```lean
/-- If the potential gradient is locally Lipschitz, so is the Nosé–Hoover vector field. -/
theorem field_locallyLipschitz {G : E → E} (hG : LocallyLipschitz G) (m Q W : ℝ) :
    LocallyLipschitz (field G m Q W) := by
  -- the field is a smooth function of the pair (G(q), (q, p, ξ))
  have hsmooth : ContDiff ℝ 1 (fun z : E × (E × E × ℝ) =>
      ((m⁻¹ • z.2.2.1, -z.1 - z.2.2.2 • z.2.2.1,
        Q⁻¹ * (m * ‖m⁻¹ • z.2.2.1‖ ^ 2 - W)) : E × E × ℝ)) := by
    refine ContDiff.prodMk (by fun_prop) (ContDiff.prodMk (by fun_prop) ?_)
    exact contDiff_const.mul
      ((contDiff_const.mul (ContDiff.norm_sq ℝ (by fun_prop))).sub contDiff_const)
  exact hsmooth.locallyLipschitz.comp
    ((hG.comp LipschitzWith.prod_fst.locallyLipschitz).prodMk LocallyLipschitz.id)
```

The uniqueness theorem holds for any locally Lipschitz field on a normed space. Its inner claim `step` is the local argument, with Mathlib's ODE uniqueness theorem in place of the estimate $M\le KhM$. The claim `hsub` is the connectedness argument, applied to the set of times around which the two curves agree. If they differed at a limit point of that set, they would differ at all nearby times, which is a contradiction.

```lean
/-- Two trajectories of a locally Lipschitz vector field on an open time interval that meet at
one time coincide on the whole interval. -/
theorem trajectory_unique {X : Type*} [NormedAddCommGroup X] [NormedSpace ℝ X] {F : X → X}
    (hF : LocallyLipschitz F) {I : Set ℝ} (hI : IsOpen I) (hc : IsPreconnected I)
    {f g : ℝ → X} (hf : ∀ t ∈ I, HasDerivAt f (F (f t)) t)
    (hg : ∀ t ∈ I, HasDerivAt g (F (g t)) t) {t₀ : ℝ} (ht₀ : t₀ ∈ I) (h₀ : f t₀ = g t₀) :
    ∀ t ∈ I, f t = g t := by
  -- agreement at one time spreads to a neighbourhood
  have step : ∀ t ∈ I, f t = g t → ∀ᶠ s in 𝓝 t, f s = g s := by
    intro t ht h
    obtain ⟨K, V, hV, hK⟩ := hF (f t)
    have hV' := hV
    rw [h] at hV'
    have hfV : ∀ᶠ s in 𝓝 t, f s ∈ V := (hf t ht).continuousAt hV
    have hgV : ∀ᶠ s in 𝓝 t, g s ∈ V := (hg t ht).continuousAt hV'
    refine ODE_solution_unique_of_eventually (v := fun _ => F) (s := fun _ => V) (K := K)
      (Eventually.of_forall fun _ => hK) ?_ ?_ h
    · filter_upwards [hI.mem_nhds ht, hfV] with s hs hsV using ⟨hf s hs, hsV⟩
    · filter_upwards [hI.mem_nhds ht, hgV] with s hs hsV using ⟨hg s hs, hsV⟩
  -- the set of agreement is open and closed in the interval
  have hsub : I ⊆ {t | ∀ᶠ s in 𝓝 t, f s = g s} := by
    refine hc.subset_of_closure_inter_subset isOpen_setOfPred_eventually_nhds
      ⟨t₀, ht₀, step t₀ ht₀ h₀⟩ ?_
    rintro t ⟨hcl, ht⟩
    refine step t ht ?_
    by_contra hne
    have hev : ∀ᶠ s in 𝓝 t, f s - g s ≠ 0 :=
      ((hf t ht).continuousAt.sub (hg t ht).continuousAt).eventually_ne (sub_ne_zero.2 hne)
    obtain ⟨s, hs, hsu⟩ := mem_closure_iff_nhds.1 hcl _ hev
    exact hs (sub_eq_zero.2 hsu.self_of_nhds)
  exact fun t ht => (hsub ht).self_of_nhds
```

## Trapping and its consequences

In the main theorem, `IsOpen I` and `IsPreconnected I` say that `I` is an open interval, possibly unbounded. The proof applies uniqueness to the image and the original, then reads off the position and momentum components.

```lean
variable [CompleteSpace E] {U : E → ℝ} {G : E → E} {m Q W : ℝ} {I : Set ℝ}
  {q p : ℝ → E} {ξ : ℝ → ℝ} {t₀ : ℝ}

/-- Symmetry trapping: let `U` have a locally Lipschitz gradient and be invariant under an
orthogonal map `S`. A Nosé–Hoover trajectory on an open interval, with nonzero mass and thermostat
inertia, whose positions and momenta are fixed by `S` at one time has both fixed at all times. -/
theorem symmetry_trapping (S : E ≃ₗᵢ[ℝ] E) (hG : ∀ x, HasGradientAt U (G x) x)
    (hL : LocallyLipschitz G) (hU : ∀ x, U (S x) = U x) (hm : m ≠ 0) (hQ : Q ≠ 0)
    (hI : IsOpen I) (hc : IsPreconnected I) (sol : IsNoseHoover G m Q W I q p ξ)
    (ht₀ : t₀ ∈ I) (hq : S (q t₀) = q t₀) (hp : S (p t₀) = p t₀) :
    ∀ t ∈ I, S (q t) = q t ∧ S (p t) = p t := by
  -- the trajectory and its symmetry image solve the same equations and meet at t₀
  have img := sol.image S (gradient_equivariant S hG hU)
  intro t ht
  have h := trajectory_unique (field_locallyLipschitz hL m Q W) hI hc
    (fun s hs => img.hasDerivAt hm hQ hs) (fun s hs => sol.hasDerivAt hm hQ hs) ht₀
    (by simp only [hq, hp]) t ht
  exact ⟨congrArg Prod.fst h, congrArg (fun x => x.2.1) h⟩
```

Read backwards in time, trapping means that a distorted state never becomes symmetric. The statement concerns positions and momenta together: a particle crossing the barrier of the double well has a symmetric position for an instant, but its momentum is not symmetric then. The proof assumes a symmetric state at some time `t` and applies `symmetry_trapping` from `t` back to `t₀`.

```lean
/-- Let `U` have a locally Lipschitz gradient and be invariant under an orthogonal map `S`. If a
Nosé–Hoover trajectory on an open interval, with nonzero mass and thermostat inertia, has positions
or momenta not fixed by `S` at one time, then at every time in the interval its positions or its
momenta are not fixed by `S`. -/
theorem distortion_persists (S : E ≃ₗᵢ[ℝ] E) (hG : ∀ x, HasGradientAt U (G x) x)
    (hL : LocallyLipschitz G) (hU : ∀ x, U (S x) = U x) (hm : m ≠ 0) (hQ : Q ≠ 0)
    (hI : IsOpen I) (hc : IsPreconnected I) (sol : IsNoseHoover G m Q W I q p ξ)
    (ht₀ : t₀ ∈ I) (h₀ : S (q t₀) ≠ q t₀ ∨ S (p t₀) ≠ p t₀) :
    ∀ t ∈ I, S (q t) ≠ q t ∨ S (p t) ≠ p t := by
  intro t ht
  by_contra hcon
  push Not at hcon
  have h := symmetry_trapping S hG hL hU hm hQ hI hc sol ht hcon.1 hcon.2 t₀ ht₀
  exact h₀.elim (fun h1 => h1 h.1) (fun h2 => h2 h.2)
```

For an even potential, $S$ is inversion through the origin, and $-q=q$ forces $q=0$. This covers the particle at rest on the barrier top.

```lean
/-- In an even potential with locally Lipschitz gradient, a Nosé–Hoover system with nonzero mass
and thermostat inertia that is at rest at the origin at one time stays at the origin throughout
its open time interval. -/
theorem rest_at_inversion_centre (hG : ∀ x, HasGradientAt U (G x) x)
    (hL : LocallyLipschitz G) (hU : ∀ x, U (-x) = U x) (hm : m ≠ 0) (hQ : Q ≠ 0)
    (hI : IsOpen I) (hc : IsPreconnected I) (sol : IsNoseHoover G m Q W I q p ξ)
    (ht₀ : t₀ ∈ I) (hq : q t₀ = 0) (hp : p t₀ = 0) : ∀ t ∈ I, q t = 0 := by
  intro t ht
  have h : -q t = q t := (symmetry_trapping (LinearIsometryEquiv.neg ℝ) hG hL hU hm hQ hI hc
    sol ht₀ (by simp [hq]) (by simp [hp]) t ht).1
  -- only the origin is fixed by inversion
  have h2 : (2 : ℝ) • q t = 0 := by
    rw [two_smul]
    nth_rewrite 1 [← h]
    exact neg_add_cancel (q t)
  exact (smul_eq_zero.1 h2).resolve_left two_ne_zero
```

Symmetric positions alone are not enough. The distortion $Sq-q$ has velocity $S\dot q-\dot q$, and $m$ times this velocity is $Sp-p$. If $Sp\neq p$ at $t_0$, the velocity is nonzero, so the distortion is nonzero at all other times close to $t_0$; the notation `𝓝[≠] t₀` expresses "close to but different from `t₀`". This theorem needs neither invariance of the potential nor a Lipschitz condition.

```lean
omit [CompleteSpace E] in
/-- If the momenta of a Nosé–Hoover trajectory are not fixed by an orthogonal map `S` at some time,
then the positions are not fixed by `S` at any other sufficiently close time. -/
theorem asymmetric_momentum_distorts (S : E ≃ₗᵢ[ℝ] E)
    (sol : IsNoseHoover G m Q W I q p ξ) (ht₀ : t₀ ∈ I) (hp : S (p t₀) ≠ p t₀) :
    ∀ᶠ t in 𝓝[≠] t₀, S (q t) ≠ q t := by
  have hq := (sol.diff_q t₀ ht₀).hasDerivAt
  -- the distortion S q - q has nonzero velocity at t₀
  have hne : S (deriv q t₀) - deriv q t₀ ≠ 0 := by
    intro h
    apply hp
    rw [← sol.velocity t₀ ht₀, map_smul, sub_eq_zero.1 h]
  have hd := (hasDerivAt_image S hq).fun_sub hq
  filter_upwards [hd.eventually_ne (c := 0) hne] with t ht h
  exact ht (sub_eq_zero.2 h)

end

end NoseHooverSymmetryTrapping
```

```lean
#print axioms NoseHooverSymmetryTrapping.symmetry_trapping
-- 'NoseHooverSymmetryTrapping.symmetry_trapping' depends on axioms: [propext, Classical.choice, Quot.sound]
#print axioms NoseHooverSymmetryTrapping.distortion_persists
-- 'NoseHooverSymmetryTrapping.distortion_persists' depends on axioms: [propext, Classical.choice, Quot.sound]
#print axioms NoseHooverSymmetryTrapping.rest_at_inversion_centre
-- 'NoseHooverSymmetryTrapping.rest_at_inversion_centre' depends on axioms: [propext, Classical.choice, Quot.sound]
#print axioms NoseHooverSymmetryTrapping.asymmetric_momentum_distorts
-- 'NoseHooverSymmetryTrapping.asymmetric_momentum_distorts' depends on axioms: [propext, Classical.choice, Quot.sound]
```
